# For non-interacting electrons in $K$ filled Coulomb shells at fixed $Z$, the exact energy minus that of a continuous filling tends to $Z^2/2$ hartree as $K$ grows

Put two electrons, with their mutual repulsion switched off, into the lowest level of a nucleus of charge $Z$. In atomic units each has energy $-Z^2/2$, so the total is $-Z^2$. Now treat the principal quantum number $n$ as continuous, with $2n^2\,dn$ states in each interval $dn$, and fill from $n=0$ upwards. Two electrons reach up to $\nu$, where $2\nu^3/3=2$, so $\nu=3^{1/3}\approx1.442$. Number of states times level energy is $2n^2\cdot(-Z^2/2n^2)=-Z^2$ at every $n>0$, so the continuous filling has energy $-1.442\,Z^2$. The true energy lies $0.442\,Z^2$ higher, already close to $Z^2/2$.

## The gap after $K$ shells lies between $Z^2K/(2K+1)$ and $Z^2/2$

Let $K$ be the number of filled shells, $N_K$ the number of electrons in them and $E_K$ their total energy. For any electron number $N\ge0$, let $\nu(N)=(3N/2)^{1/3}$ be the quantum number at which the continuous filling stops, and $E_{\rm sc}(N)=-Z^2\nu(N)$ its energy, called semiclassical here. Then

$$N_K=\frac{K(K+1)(2K+1)}{3},\qquad E_K=-Z^2K,$$

$$\frac{K}{2K+1}\,Z^2\;\le\;E_K-E_{\rm sc}(N_K)\;\le\;\frac{Z^2}{2}.$$

At fixed $Z$ the difference tends to $Z^2/2$ as $K$ grows. This is the Scott term of the model.

| $K$ | $N_K$ | $\nu(N_K)$ | $(E_K-E_{\rm sc})/Z^2$ |
|---|---|---|---|
| 1 | 2 | 1.4422 | 0.4422 |
| 2 | 10 | 2.4662 | 0.4662 |
| 3 | 28 | 3.4760 | 0.4760 |

## An offset to expect when testing an orbital-free code

A bare Coulomb field without electron repulsion is a convenient test case for an all-electron orbital-free code, because the reference energy $-Z^2K$ is known in closed form. By standard theory, minimising the Thomas–Fermi functional in this field gives $E_{\rm sc}(N)$. A converged Thomas–Fermi run with $N_K$ electrons should therefore land below the reference by $Z^2$ times the last column of the table. This offset belongs to the functional. The numerical error of the run is its departure from $E_{\rm sc}(N_K)$, not from $-Z^2K$.

## From shell sums to a difference of cubes

**Energy.** Shell $n$ has $n^2$ orbitals with two spin states each, so it contributes $2n^2\cdot(-Z^2/2n^2)=-Z^2$. Summing over $n=1,\dots,K$ gives $E_K=-Z^2K$.

**Electron number.** The formula for $N_K$ holds at $K=0$. Adding shell $K+1$ gives

$$\frac{K(K+1)(2K+1)}{3}+2(K+1)^2=\frac{(K+1)(K+2)(2K+3)}{3},$$

which is the same formula at $K+1$.

**Continuous filling.** The condition $\int_0^\nu 2n^2\,dn=2\nu^3/3=N$ gives $\nu=(3N/2)^{1/3}$, and the energy is $\int_0^\nu(-Z^2)\,dn=-Z^2\nu$.

**Cubic relation.** Set $a=K+\tfrac12$ and write $\nu$ for $\nu(N_K)$. Since $K(K+1)=a^2-\tfrac14$ and $2K+1=2a$,

$$\nu^3=\tfrac32N_K=a^3-\tfrac a4 .$$

**Bound.** Let $\delta=a-\nu$. Because $a>0$, we have $\nu^3<a^3$, hence $\delta>0$. Factoring the difference of cubes,

$$\delta\,(a^2+a\nu+\nu^2)=\tfrac a4 .$$

Since $\nu\ge0$, dropping the last two terms in the bracket leaves $\delta a^2\le a/4$, so $0<\delta\le 1/(4a)=1/(4K+2)$.

**Limit.** The energy difference is $-Z^2K+Z^2\nu=Z^2(\tfrac12-\delta)$. The bound on $\delta$ gives the two-sided estimate above, and $\delta\to0$ gives the limit $Z^2/2$.

**Next order.** Expanding $(a-\delta)^3$ in the cubic relation gives $3a^2\delta-3a\delta^2+\delta^3=a/4$. Divide by $3a$ and use $K\delta=a\delta-\delta/2$:

$$K\delta=\frac1{12}+\delta^2-\frac{\delta^3}{3a}-\frac\delta2\;\longrightarrow\;\frac1{12}.$$

The shortfall from $Z^2/2$, multiplied by $K$, therefore tends to $Z^2/12$.

**Neutral atom.** With $Z=N_K$ the semiclassical energy becomes $-(3/2)^{1/3}Z^{7/3}$. Dividing the difference by $Z^2$ leaves $\tfrac12-\delta$ for $K\ge1$, which tends to $\tfrac12$.

## Lean source

```lean
import Mathlib

open Filter Topology

namespace BohrAtomScott

noncomputable section

/-- Energy of the hydrogenic level `n` in the field of a nucleus of charge `Z`,
in atomic units, for `n ≠ 0`. -/
def levelEnergy (Z n : ℝ) : ℝ := -Z ^ 2 / (2 * n ^ 2)

/-- Number of electrons in `K` filled shells, shell `n` holding `2n²` of them. -/
def electronNumber (K : ℕ) : ℝ := ∑ n ∈ Finset.Icc 1 K, 2 * (n : ℝ) ^ 2

/-- Total energy of `K` filled shells of non-interacting electrons. -/
def atomEnergy (Z : ℝ) (K : ℕ) : ℝ :=
  ∑ n ∈ Finset.Icc 1 K, 2 * (n : ℝ) ^ 2 * levelEnergy Z n

/-- The continuous quantum number up to which `N ≥ 0` electrons fill the levels
semiclassically. -/
def fermiIndex (N : ℝ) : ℝ := (3 * N / 2) ^ (1 / 3 : ℝ)

/-- Semiclassical energy of `N ≥ 0` non-interacting electrons in the field of a
nucleus of charge `Z`. -/
def semiclassicalEnergy (Z N : ℝ) : ℝ := -Z ^ 2 * fermiIndex N

/-- Degeneracy times level energy is `-Z²` for every nonzero quantum number. -/
theorem shell_energy (Z : ℝ) {n : ℝ} (hn : n ≠ 0) :
    2 * n ^ 2 * levelEnergy Z n = -Z ^ 2 := by
  unfold levelEnergy
  field_simp

/-- `K` filled shells hold `K(K+1)(2K+1)/3` electrons. -/
theorem electronNumber_eq (K : ℕ) :
    electronNumber K = K * (K + 1) * (2 * K + 1) / 3 := by
  unfold electronNumber
  induction K with
  | zero => simp
  | succ K ih =>
    rw [Finset.sum_Icc_succ_top (by omega), ih]
    push_cast
    ring

/-- The energy of `K` filled shells is `-Z²K`. -/
theorem atomEnergy_eq (Z : ℝ) (K : ℕ) : atomEnergy Z K = -Z ^ 2 * K := by
  have h : ∀ n ∈ Finset.Icc 1 K, 2 * (n : ℝ) ^ 2 * levelEnergy Z n = -Z ^ 2 := by
    intro n hn
    have h1 : n ≠ 0 := by
      have := (Finset.mem_Icc.mp hn).1
      omega
    exact shell_energy Z (Nat.cast_ne_zero.mpr h1)
  rw [atomEnergy, Finset.sum_congr rfl h, Finset.sum_const, Nat.card_Icc,
    nsmul_eq_mul, Nat.add_sub_cancel]
  ring

/-- The cube of the semiclassical Fermi index of `N ≥ 0` electrons is `3N/2`. -/
theorem fermiIndex_cube {N : ℝ} (hN : 0 ≤ N) : fermiIndex N ^ 3 = 3 * N / 2 := by
  unfold fermiIndex
  rw [← Real.rpow_natCast, ← Real.rpow_mul (by positivity)]
  norm_num

/-- Replacing the shell sums by integrals over a continuous quantum number, from zero
to the Fermi index, gives `N ≥ 0` electrons and the semiclassical energy. -/
theorem semiclassical_filling (Z : ℝ) {N : ℝ} (hN : 0 ≤ N) :
    (∫ n in (0 : ℝ)..fermiIndex N, 2 * n ^ 2) = N ∧
    (∫ n in (0 : ℝ)..fermiIndex N, 2 * n ^ 2 * levelEnergy Z n)
      = semiclassicalEnergy Z N := by
  have hν : 0 ≤ fermiIndex N := by
    unfold fermiIndex
    positivity
  constructor
  · rw [intervalIntegral.integral_const_mul, integral_pow]
    push_cast
    linear_combination (2 / 3) * fermiIndex_cube hN
  · -- the integrand is constant away from the single point n = 0
    have h : (∫ n in (0 : ℝ)..fermiIndex N, 2 * n ^ 2 * levelEnergy Z n)
        = ∫ _n in (0 : ℝ)..fermiIndex N, -Z ^ 2 := by
      refine intervalIntegral.integral_congr_ae (Eventually.of_forall fun n hn => ?_)
      rw [Set.uIoc_of_le hν] at hn
      exact shell_energy Z hn.1.ne'
    rw [h, intervalIntegral.integral_const, smul_eq_mul, semiclassicalEnergy]
    ring

/-- For `K` filled shells the cube of the Fermi index is `a³ - a/4` with `a = K + 1/2`. -/
theorem fermiIndex_shells (K : ℕ) :
    fermiIndex (electronNumber K) ^ 3 = ((K : ℝ) + 1 / 2) ^ 3 - ((K : ℝ) + 1 / 2) / 4 := by
  have hN : 0 ≤ electronNumber K := by
    rw [electronNumber_eq]
    positivity
  linear_combination fermiIndex_cube hN + (3 / 2) * electronNumber_eq K

/-- The Fermi index of `K` filled shells lies below `K + 1/2`, by at most `1/(4K+2)`. -/
theorem fermiIndex_bounds (K : ℕ) :
    0 < (K : ℝ) + 1 / 2 - fermiIndex (electronNumber K) ∧
    (K : ℝ) + 1 / 2 - fermiIndex (electronNumber K) ≤ 1 / (4 * (K : ℝ) + 2) := by
  have hc := fermiIndex_shells K
  have hx : 0 ≤ fermiIndex (electronNumber K) := by
    have hN : 0 ≤ electronNumber K := by
      rw [electronNumber_eq]
      positivity
    unfold fermiIndex
    positivity
  have hK : (0 : ℝ) ≤ K := Nat.cast_nonneg K
  generalize fermiIndex (electronNumber K) = x at hc hx ⊢
  obtain ⟨a, ha⟩ : ∃ a : ℝ, a = (K : ℝ) + 1 / 2 := ⟨_, rfl⟩
  rw [← ha] at hc ⊢
  have ha0 : 0 < a := by linarith
  have hlt : x < a := lt_of_pow_lt_pow_left₀ 3 ha0.le (by linarith)
  refine ⟨by linarith, ?_⟩
  -- factor the difference of cubes and drop the non-negative terms
  have h1 : 0 ≤ (a - x) * (a * x + x ^ 2) :=
    mul_nonneg (by linarith) (by positivity)
  have h2 : a * ((a - x) * a) ≤ a * (1 / 4) := by nlinarith
  have h3 : (a - x) * a ≤ 1 / 4 := le_of_mul_le_mul_left h2 ha0
  have h4 : 4 * (K : ℝ) + 2 = 4 * a := by linarith
  rw [h4, le_div_iff₀ (by positivity)]
  linarith

/-- The distance of the Fermi index from `K + 1/2` vanishes as the number `K` of filled
shells grows, and so does its bound `1/(4K+2)`. -/
theorem fermiIndex_gap_tendsto :
    Tendsto (fun K : ℕ => (K : ℝ) + 1 / 2 - fermiIndex (electronNumber K)) atTop (𝓝 0) ∧
    Tendsto (fun K : ℕ => 1 / (4 * (K : ℝ) + 2)) atTop (𝓝 0) := by
  have hr : Tendsto (fun K : ℕ => 1 / (4 * (K : ℝ) + 2)) atTop (𝓝 0) :=
    tendsto_const_nhds.div_atTop (tendsto_atTop_add_const_right _ _
      (tendsto_natCast_atTop_atTop.const_mul_atTop (by norm_num)))
  exact ⟨squeeze_zero (fun K => (fermiIndex_bounds K).1.le)
    (fun K => (fermiIndex_bounds K).2) hr, hr⟩

/-- Scott term: at fixed nuclear charge, the energy of `K` filled shells minus the
semiclassical energy of the same number of electrons tends to `Z²/2` as `K` grows. -/
theorem scott_term (Z : ℝ) :
    Tendsto (fun K : ℕ => atomEnergy Z K - semiclassicalEnergy Z (electronNumber K))
      atTop (𝓝 (Z ^ 2 / 2)) := by
  have h := (fermiIndex_gap_tendsto.1.const_mul (Z ^ 2)).const_sub (Z ^ 2 / 2)
  rw [mul_zero, sub_zero] at h
  refine h.congr fun K => ?_
  rw [atomEnergy_eq, semiclassicalEnergy]
  ring

/-- Next order: the amount by which the energy difference falls short of `Z²/2`,
multiplied by the number `K` of filled shells, tends to `Z²/12`. -/
theorem beyond_scott (Z : ℝ) :
    Tendsto (fun K : ℕ => (K : ℝ) *
      (Z ^ 2 / 2 - (atomEnergy Z K - semiclassicalEnergy Z (electronNumber K))))
      atTop (𝓝 (Z ^ 2 / 12)) := by
  obtain ⟨hd, hr⟩ := fermiIndex_gap_tendsto
  have h := ((((hd.pow 2).const_add (1 / 12)).sub
    (((hd.pow 3).mul hr).const_mul (4 / 3))).sub (hd.const_mul (1 / 2))).const_mul (Z ^ 2)
  have e : Z ^ 2 * (1 / 12 + (0 : ℝ) ^ 2 - 4 / 3 * (0 ^ 3 * 0) - 1 / 2 * 0)
      = Z ^ 2 / 12 := by ring
  rw [e] at h
  refine h.congr fun K => ?_
  have hc := fermiIndex_shells K
  rw [atomEnergy_eq, semiclassicalEnergy]
  generalize fermiIndex (electronNumber K) = x at hc ⊢
  have hK : 4 * (K : ℝ) + 2 ≠ 0 := by positivity
  have hinv : 1 / (4 * (K : ℝ) + 2) * (4 * (K : ℝ) + 2) = 1 := one_div_mul_cancel hK
  generalize 1 / (4 * (K : ℝ) + 2) = r at hinv ⊢
  -- the cubic relation for x, solved for the term linear in the gap
  linear_combination (Z ^ 2 * (4 / 3) * r) * hc
    - Z ^ 2 * (1 / 12 + ((K : ℝ) + 1 / 2 - x) ^ 2
      - ((K : ℝ) + 1 / 2) * ((K : ℝ) + 1 / 2 - x)) * hinv

/-- Neutral atom without electron repulsion, `Z = N` with `K` filled shells: the energy
plus `(3/2)^(1/3) Z^(7/3)`, divided by `Z²`, tends to `1/2` as `K` grows. -/
theorem scott_term_neutral :
    Tendsto (fun K : ℕ => (atomEnergy (electronNumber K) K
      + (3 / 2 : ℝ) ^ (1 / 3 : ℝ) * electronNumber K ^ (7 / 3 : ℝ)) / electronNumber K ^ 2)
      atTop (𝓝 (1 / 2)) := by
  have h := fermiIndex_gap_tendsto.1.const_sub (1 / 2)
  rw [sub_zero] at h
  refine h.congr' ?_
  filter_upwards [eventually_gt_atTop 0] with K hK
  have hK' : (0 : ℝ) < K := Nat.cast_pos.mpr hK
  have hN : 0 < electronNumber K := by
    rw [electronNumber_eq]
    positivity
  have h1 : electronNumber K ^ (7 / 3 : ℝ)
      = electronNumber K ^ 2 * electronNumber K ^ (1 / 3 : ℝ) := by
    rw [← Real.rpow_natCast, ← Real.rpow_add hN]
    norm_num
  have h2 : fermiIndex (electronNumber K)
      = (3 / 2 : ℝ) ^ (1 / 3 : ℝ) * electronNumber K ^ (1 / 3 : ℝ) := by
    rw [fermiIndex, ← Real.mul_rpow (by norm_num) hN.le]
    congr 1
    ring
  rw [atomEnergy_eq, h1, h2, eq_div_iff (pow_pos hN 2).ne']
  ring

end

end BohrAtomScott
```

```lean
#print axioms BohrAtomScott.semiclassical_filling
#print axioms BohrAtomScott.scott_term
#print axioms BohrAtomScott.beyond_scott
#print axioms BohrAtomScott.scott_term_neutral
```

```
'BohrAtomScott.semiclassical_filling' depends on axioms: [propext, Classical.choice, Quot.sound]
'BohrAtomScott.scott_term' depends on axioms: [propext, Classical.choice, Quot.sound]
'BohrAtomScott.beyond_scott' depends on axioms: [propext, Classical.choice, Quot.sound]
'BohrAtomScott.scott_term_neutral' depends on axioms: [propext, Classical.choice, Quot.sound]
```

## The definitions in physical terms

The charge `Z` is an arbitrary real number and `K` is a natural number. `levelEnergy Z n` is the hydrogenic level in hartree. It accepts a real `n`, so that the same function serves the shell sum and the integral. `electronNumber K` is $N_K$ and `atomEnergy Z K` is $E_K$, both written as sums over the integers from 1 to `K`. `fermiIndex N` is $\nu(N)$, and `semiclassicalEnergy Z N` is $E_{\rm sc}(N)$.

`scott_term` says that, for every fixed `Z`, the sequence of energy differences at equal electron number converges to `Z ^ 2 / 2`. `beyond_scott` gives the limit of the rescaled shortfall. `scott_term_neutral` puts `electronNumber K` in the place of the charge, so its limit runs through the closed-shell values $Z=2,10,28,\dots$ only.

The closed formula for the semiclassical energy is tied to its meaning by `semiclassical_filling`: for `N ≥ 0`, the two integrals up to `fermiIndex N` return the electron number and `semiclassicalEnergy Z N`.

## How the lemmas divide the work

`shell_energy` is the cancellation of $n^2$, and `atomEnergy_eq` applies it to each term of the sum. `electronNumber_eq` is the induction, with `ring` checking the polynomial identity.

In `semiclassical_filling`, the first integral is that of a power, combined with `fermiIndex_cube`. In the second, the integrand equals $-Z^2$ except at $n=0$, where Lean's division by zero gives 0; a single point does not affect the integral, and `intervalIntegral.integral_congr_ae` expresses this.

`fermiIndex_shells` is the cubic relation. `fermiIndex_bounds` first obtains $\nu<a$ by comparing cubes, then discards the non-negative product `(a - x) * (a * x + x ^ 2)`, where `x` stands for $\nu$. `fermiIndex_gap_tendsto` squeezes $\delta$ between zero and $1/(4K+2)$.

`scott_term` rewrites the energy difference as $Z^2/2-Z^2\delta$ and takes the limit. `beyond_scott` starts from the limit of the right-hand side of the expansion for $K\delta$, with $1/(3a)$ written as $\tfrac43\cdot\frac{1}{4K+2}$; the closing `linear_combination` shows that this expression equals the rescaled shortfall. `scott_term_neutral` splits $N^{7/3}$ into $N^2N^{1/3}$ and cancels $N^2$ for `K > 0`.

## Fixed charge, closed shells, no repulsion

`scott_term` keeps the charge fixed while shells are added, and its conclusion can fail if the charge grows with them. Suppose the charge follows the electron number, $Z=N_K$. The shortfall from $Z^2/2$ is $Z^2\delta$, which is about $0.23$ hartree for $K=1$, $Z=2$ and about $3.4$ hartree for $K=2$, $Z=10$. It continues to grow, for large $K$ as $K^5/27$, because $Z^2$ increases much faster than $\delta$ shrinks. The energy difference then does not approach $Z^2/2$ in absolute terms, and only the ratio to $Z^2$ converges. A test along this neutral sequence should therefore compare the offset with its exact value $Z^2(\nu(N_K)-K)$ and not with $Z^2/2$.

The level formula and the degeneracy $2n^2$ enter as definitions; they are not derived from the Schrödinger equation. The semiclassical side is the continuous filling in $n$, and its agreement with the Thomas–Fermi functional is quoted here from standard theory, not checked in the file. Partly filled shells do not appear.

The Scott correction of real atoms concerns electrons that repel each other and a self-consistent Thomas–Fermi energy, whereas these theorems treat independent electrons in the bare nuclear field. The coefficient $(3/2)^{1/3}$ of $Z^{7/3}$ in `scott_term_neutral` accordingly belongs to the non-interacting model and should not be used as a reference for interacting atoms.
